# The Löwdin vectors are the unique orthonormal set closest, in summed squared distance, to a finite linearly independent basis

If overlapping orbitals are orthonormalised with no control over how far they move, the result can depend on an arbitrary choice, such as the order of the vectors in a Gram–Schmidt procedure, and can lie further from the original orbitals than necessary. For finitely many linearly independent complex vectors, the file below proves that Löwdin's construction gives the one orthonormal set with the smallest sum of squared displacements.

In Lean 4 with Mathlib:

```lean
import Mathlib

open Matrix
open scoped ComplexOrder

namespace LoewdinClosestOrthonormal

noncomputable section

variable {m n : Type*} [Fintype m] [Fintype n] [DecidableEq n]

/-- The sum over all columns of the squared norm of the displacement `W_i - A_i`. -/
def distSq {m n : Type*} [Fintype m] [Fintype n] (W A : Matrix m n ℂ) : ℝ :=
  ∑ i, ∑ k, ‖W k i - A k i‖ ^ 2

/-- The Loewdin vectors `A R⁻¹`, where `R` is meant to be the square root of the overlap
matrix of the columns of `A`. -/
def loewdin (A : Matrix m n ℂ) (R : Matrix n n ℂ) : Matrix m n ℂ := A * R⁻¹

omit [Fintype m] in
/-- The original basis is recovered from the Loewdin vectors by multiplication with `R`. -/
theorem loewdin_mul (A : Matrix m n ℂ) {R : Matrix n n ℂ} (hR : R.PosDef) :
    loewdin A R * R = A := by
  have hdet : IsUnit R.det := (Matrix.isUnit_iff_isUnit_det R).mp hR.isUnit
  rw [loewdin, Matrix.mul_assoc, Matrix.nonsing_inv_mul R hdet, Matrix.mul_one]

/-- The Loewdin vectors are orthonormal. -/
theorem loewdin_orthonormal {A : Matrix m n ℂ} {R : Matrix n n ℂ} (hR : R.PosDef)
    (hA : Aᴴ * A = R * R) : (loewdin A R)ᴴ * loewdin A R = 1 := by
  have hdet : IsUnit R.det := (Matrix.isUnit_iff_isUnit_det R).mp hR.isUnit
  have hRH : Rᴴ = R := hR.1
  calc (loewdin A R)ᴴ * loewdin A R = R⁻¹ * (Aᴴ * A) * R⁻¹ := by
        rw [loewdin, Matrix.conjTranspose_mul, Matrix.conjTranspose_nonsing_inv, hRH]
        simp only [Matrix.mul_assoc]
    _ = (R⁻¹ * R) * (R * R⁻¹) := by
        rw [hA]
        simp only [Matrix.mul_assoc]
    _ = 1 := by
        rw [Matrix.nonsing_inv_mul R hdet, Matrix.mul_nonsing_inv R hdet, Matrix.one_mul]

/-- The overlap matrix between the Loewdin vectors and the original basis is `R`. -/
theorem loewdin_overlap {A : Matrix m n ℂ} {R : Matrix n n ℂ} (hR : R.PosDef)
    (hA : Aᴴ * A = R * R) : (loewdin A R)ᴴ * A = R := by
  calc (loewdin A R)ᴴ * A = (loewdin A R)ᴴ * (loewdin A R * R) := by rw [loewdin_mul A hR]
    _ = R := by rw [← Matrix.mul_assoc, loewdin_orthonormal hR hA, Matrix.one_mul]

/-- The summed squared displacement is the real part of the trace of `(W - A)ᴴ (W - A)`. -/
theorem distSq_eq_trace {m n : Type*} [Fintype m] [Fintype n] (W A : Matrix m n ℂ) :
    distSq W A = (trace ((W - A)ᴴ * (W - A))).re := by
  have key : ∀ z : ℂ, ‖z‖ ^ 2 = (star z * z).re := by
    intro z
    rw [Complex.sq_norm, Complex.normSq_apply]
    simp [Complex.mul_re]
  simp only [distSq, Matrix.trace, Matrix.diag_apply, Matrix.mul_apply,
    Matrix.conjTranspose_apply, Matrix.sub_apply, Complex.re_sum]
  exact Finset.sum_congr rfl fun i _ => Finset.sum_congr rfl fun k _ => key _

/-- For any orthonormal vectors `W`, the squared displacement from `A` exceeds that of the
Loewdin vectors `L` by exactly `Re tr ((W - L) R (W - L)ᴴ)`. -/
theorem distSq_eq_add_excess {A W : Matrix m n ℂ} {R : Matrix n n ℂ} (hR : R.PosDef)
    (hA : Aᴴ * A = R * R) (hW : Wᴴ * W = 1) :
    distSq W A = distSq (loewdin A R) A
      + (trace ((W - loewdin A R) * R * (W - loewdin A R)ᴴ)).re := by
  have hRH : Rᴴ = R := hR.1
  have hfac := loewdin_mul A hR
  have hL := loewdin_orthonormal hR hA
  have hLA := loewdin_overlap hR hA
  have hAL : Aᴴ * loewdin A R = R := by
    have h := congrArg Matrix.conjTranspose hLA
    rwa [Matrix.conjTranspose_mul, Matrix.conjTranspose_conjTranspose, hRH] at h
  have hAH : R * (loewdin A R)ᴴ = Aᴴ := by
    have h := congrArg Matrix.conjTranspose hfac
    rwa [Matrix.conjTranspose_mul, hRH] at h
  -- the squared distance of any orthonormal set, expanded
  have e : ∀ V : Matrix m n ℂ, Vᴴ * V = 1 → trace ((V - A)ᴴ * (V - A))
      = trace (1 : Matrix n n ℂ) - trace (Vᴴ * A) - trace (Aᴴ * V) + trace (Aᴴ * A) := by
    intro V hV
    rw [Matrix.conjTranspose_sub, Matrix.sub_mul, Matrix.mul_sub, Matrix.mul_sub, hV]
    simp only [Matrix.trace_sub]
    ring
  have hWR : Wᴴ * (W * R) = R := by rw [← Matrix.mul_assoc, hW, Matrix.one_mul]
  have hAW : trace ((loewdin A R)ᴴ * (W * R)) = trace (Aᴴ * W) := by
    rw [← Matrix.mul_assoc, Matrix.trace_mul_comm, ← Matrix.mul_assoc, hAH]
  -- the excess term, expanded with the cyclic property of the trace
  have e3 : trace ((W - loewdin A R) * R * (W - loewdin A R)ᴴ)
      = trace R - trace (Wᴴ * A) - trace (Aᴴ * W) + trace R := by
    rw [Matrix.trace_mul_comm, Matrix.conjTranspose_sub, Matrix.sub_mul W _ R, hfac,
      Matrix.sub_mul, Matrix.mul_sub, Matrix.mul_sub, hWR, hLA]
    simp only [Matrix.trace_sub]
    rw [hAW]
    ring
  rw [distSq_eq_trace, distSq_eq_trace, ← Complex.add_re, e W hW, e _ hL, e3, hLA, hAL]
  congr 1
  ring

/-- For positive definite `R` and any nonzero displacement `D`, the weighted square
`Re tr (D R Dᴴ)` is strictly positive. -/
theorem excess_pos {m n : Type*} [Fintype m] [Fintype n] {R : Matrix n n ℂ}
    (hR : R.PosDef) {D : Matrix m n ℂ} (hD : D ≠ 0) : 0 < (trace (D * R * Dᴴ)).re := by
  -- each diagonal entry is the quadratic form of `R` on a conjugated row of `D`
  have row : ∀ k, (D * R * Dᴴ) k k = star (star (D k)) ⬝ᵥ (R *ᵥ star (D k)) := by
    intro k
    rw [star_star, Matrix.mul_assoc]
    simp only [Matrix.mul_apply, dotProduct, Matrix.mulVec, Matrix.conjTranspose_apply,
      Pi.star_apply]
  have pos : ∀ k, D k ≠ 0 → 0 < ((D * R * Dᴴ) k k).re := by
    intro k hk
    rw [row k]
    exact (Complex.pos_iff.mp (hR.dotProduct_mulVec_pos (star_ne_zero.mpr hk))).1
  have nonneg : ∀ k, 0 ≤ ((D * R * Dᴴ) k k).re := by
    intro k
    by_cases hk : D k = 0
    · rw [row k, hk]
      simp
    · exact (pos k hk).le
  obtain ⟨k, hk⟩ : ∃ k, D k ≠ 0 := by
    by_contra h
    apply hD
    ext k j
    by_contra hh
    exact h ⟨k, fun h0 => hh (congrFun h0 j)⟩
  simp only [Matrix.trace, Matrix.diag_apply, Complex.re_sum]
  exact Finset.sum_pos' (fun i _ => nonneg i) ⟨k, Finset.mem_univ k, pos k hk⟩

/-- Closest-orthonormal property: an orthonormal set `W` minimises the summed squared
displacement from the basis `A` if and only if it is the Loewdin set `A R⁻¹`. -/
theorem isClosest_iff_eq_loewdin {A : Matrix m n ℂ} {R : Matrix n n ℂ} (hR : R.PosDef)
    (hA : Aᴴ * A = R * R) (W : Matrix m n ℂ) :
    (Wᴴ * W = 1 ∧ ∀ V : Matrix m n ℂ, Vᴴ * V = 1 → distSq W A ≤ distSq V A)
      ↔ W = A * R⁻¹ := by
  change _ ↔ W = loewdin A R
  constructor
  · rintro ⟨hW, hmin⟩
    by_contra hne
    -- a different minimiser would have a strictly positive excess
    have h1 := hmin _ (loewdin_orthonormal hR hA)
    have h2 := distSq_eq_add_excess hR hA hW
    have h3 := excess_pos hR (sub_ne_zero.mpr hne)
    linarith
  · rintro rfl
    refine ⟨loewdin_orthonormal hR hA, fun V hV => ?_⟩
    by_cases hne : V = loewdin A R
    · rw [hne]
    · have h2 := distSq_eq_add_excess hR hA hV
      have h3 := excess_pos hR (sub_ne_zero.mpr hne)
      linarith

/-- The summed squared displacement of the Loewdin vectors from the original basis is
`Re tr (R - 1)²`. -/
theorem distSq_loewdin {A : Matrix m n ℂ} {R : Matrix n n ℂ} (hR : R.PosDef)
    (hA : Aᴴ * A = R * R) :
    distSq (loewdin A R) A = (trace ((R - 1) * (R - 1))).re := by
  have hRH : Rᴴ = R := hR.1
  have hLA := loewdin_overlap hR hA
  have hAL : Aᴴ * loewdin A R = R := by
    have h := congrArg Matrix.conjTranspose hLA
    rwa [Matrix.conjTranspose_mul, Matrix.conjTranspose_conjTranspose, hRH] at h
  rw [distSq_eq_trace, Matrix.conjTranspose_sub, Matrix.sub_mul, Matrix.mul_sub,
    Matrix.mul_sub, loewdin_orthonormal hR hA, hLA, hAL, hA]
  congr 2
  noncomm_ring

/-- The overlapping vectors `(2, i)` and `(1, 2i)`, with `R` having diagonal entries 2 and
off-diagonal entries 1, satisfy the hypotheses of the closest-orthonormal property. -/
theorem loewdin_witness :
    (!![2, 1; 1, 2] : Matrix (Fin 2) (Fin 2) ℂ).PosDef ∧
      (!![2, 1; Complex.I, 2 * Complex.I] : Matrix (Fin 2) (Fin 2) ℂ)ᴴ
          * !![2, 1; Complex.I, 2 * Complex.I]
        = !![2, 1; 1, 2] * !![2, 1; 1, 2] := by
  constructor
  · -- `R` is the identity plus a positive semidefinite matrix of rank one
    have h : (!![2, 1; 1, 2] : Matrix (Fin 2) (Fin 2) ℂ)
        = 1 + (!![1, 1] : Matrix (Fin 1) (Fin 2) ℂ)ᴴ
          * (!![1, 1] : Matrix (Fin 1) (Fin 2) ℂ) := by
      ext i j
      fin_cases i <;> fin_cases j <;> simp [Matrix.mul_apply] <;> norm_num
    rw [h]
    exact Matrix.PosDef.one.add_posSemidef (Matrix.posSemidef_conjTranspose_mul_self _)
  · ext i j
    fin_cases i <;> fin_cases j <;>
      simp [Matrix.mul_apply, Fin.sum_univ_succ, Complex.ext_iff]

end

end LoewdinClosestOrthonormal
```

```lean
#print axioms LoewdinClosestOrthonormal.isClosest_iff_eq_loewdin
-- 'LoewdinClosestOrthonormal.isClosest_iff_eq_loewdin' depends on axioms: [propext, Classical.choice, Quot.sound]
#print axioms LoewdinClosestOrthonormal.distSq_loewdin
-- 'LoewdinClosestOrthonormal.distSq_loewdin' depends on axioms: [propext, Classical.choice, Quot.sound]
```

## Minimality and uniqueness in one equivalence

Let $A$ be a complex matrix with rows labelled by $k$ and columns labelled by $i$. Its columns $A_i$ are the original basis vectors. Their overlap matrix is $S = A^\dagger A$, with entries $S_{ij} = \langle A_i | A_j\rangle$. Let $R$ be a positive definite matrix with $R^2 = S$, so that $R = S^{1/2}$. The Löwdin vectors are the columns of

$$L = A R^{-1} = A S^{-1/2}.$$

For any matrix $W$ of the same shape, the summed squared displacement is

$$d(W,A) = \sum_i \sum_k |W_{ki} - A_{ki}|^2 = \sum_i \|W_i - A_i\|^2 .$$

The main theorem, `isClosest_iff_eq_loewdin`, says that two statements about $W$ are equivalent:

- $W$ has orthonormal columns, and no matrix $V$ with orthonormal columns has a smaller $d(V,A)$.
- $W = A R^{-1}$.

Read from right to left, this says that the Löwdin set is a minimiser. Read from left to right, it says that there is no other. A second theorem, `distSq_loewdin`, gives the smallest value as $\operatorname{Re}\operatorname{tr}(R-1)^2$. If $s_j$ are the eigenvalues of $S$, this is $\sum_j(\sqrt{s_j}-1)^2$, so an overlap eigenvalue equal to one adds nothing, and an eigenvalue close to zero adds almost one.

## Orbitals, overlaps and the meaning of the hypotheses

The type `Matrix m n ℂ` holds $n$ vectors in an $m$-dimensional space, with components taken in an orthonormal reference basis, so that the inner product is the ordinary one. Orthonormality of the columns is written `Wᴴ * W = 1`. When the row and column types are the same, this condition means that $W$ is unitary; the rectangular case describes a few orbitals inside a larger space. Orbitals are functions in an infinite-dimensional space, but the original orbitals and any one competing orthonormal set together span a finite-dimensional space, so the theorem covers each such comparison.

The hypothesis `hA : Aᴴ * A = R * R` says that $R$ is a square root of the overlap matrix, and `hR : R.PosDef` selects the positive definite root. Together the two hypotheses imply that no combination of the basis vectors has zero norm unless all its coefficients are zero, which is linear independence. Positive definiteness also makes $R$ invertible, so `R⁻¹` is a true inverse. The file takes $R$ as given and does not construct it from $A$; for linearly independent columns the spectral theorem supplies it.

In electronic-structure calculations with a finite, linearly independent set of atomic orbitals, the theorem shows in what sense symmetric orthogonalisation with $S^{-1/2}$ disturbs the orbitals least. The sense is specific: all orbitals count equally, and only the sum is minimised. A single orbital may move less under another scheme. An exactly linearly dependent basis is excluded, and the theorem gives no estimate of rounding errors when the basis is nearly dependent.

## Three identities for the Löwdin vectors

Since $R$ is invertible, $LR = A R^{-1} R = A$. This is `loewdin_mul`. Since $R$ is Hermitian, so is $R^{-1}$, and

$$L^\dagger L = R^{-1} A^\dagger A R^{-1} = (R^{-1}R)(R R^{-1}) = 1 ,$$

which is the `calc` chain in `loewdin_orthonormal`. Combining the two gives `loewdin_overlap`:

$$L^\dagger A = L^\dagger L R = R .$$

Taking adjoints of $L^\dagger A = R$ and $LR = A$ yields $A^\dagger L = R$ and $R L^\dagger = A^\dagger$. These appear as `hAL` and `hAH` in the proof of `distSq_eq_add_excess`.

## An exact formula for the extra displacement

The squared distance is a trace:

$$d(W,A) = \operatorname{tr}\,(W-A)^\dagger(W-A).$$

The diagonal entries of the product are the squared norms of the columns of $W-A$. The lemma `distSq_eq_trace` proves this entry by entry from $|z|^2 = \bar z z$, and takes the real part because the trace has type `ℂ`.

For any $V$ with $V^\dagger V = 1$, multiplying out gives

$$d(V,A) = \operatorname{tr} 1 - \operatorname{tr} V^\dagger A - \operatorname{tr} A^\dagger V + \operatorname{tr} A^\dagger A .$$

This is the auxiliary statement `e`. It is used once for $V = W$ and once for $V = L$. In the second case both mixed traces equal $\operatorname{tr} R$, so subtraction leaves

$$d(W,A) - d(L,A) = 2\operatorname{tr} R - \operatorname{tr} W^\dagger A - \operatorname{tr} A^\dagger W .$$

The right-hand side is a weighted square of $W-L$. By the cyclic property of the trace,

$$\begin{aligned}
\operatorname{tr}\,(W-L)R(W-L)^\dagger
&= \operatorname{tr}\,(W-L)^\dagger(W-L)R \\
&= \operatorname{tr} W^\dagger W R - \operatorname{tr} W^\dagger L R - \operatorname{tr} L^\dagger W R + \operatorname{tr} L^\dagger L R .
\end{aligned}$$

The first and last terms are $\operatorname{tr} R$, because $W$ and $L$ both have orthonormal columns. The second trace is $\operatorname{tr} W^\dagger A$, because $LR = A$. The third is $\operatorname{tr} R L^\dagger W = \operatorname{tr} A^\dagger W$, again by cyclicity; in the code this is `hAW`. The whole expansion is `e3`, and it agrees with the difference above. Hence, for every orthonormal $W$,

$$d(W,A) = d(L,A) + \operatorname{Re}\operatorname{tr}\,(W-L)R(W-L)^\dagger .$$

This is `distSq_eq_add_excess`. It is an equality and holds for orthonormal sets at any distance from $L$, so the argument needs neither derivatives nor Lagrange multipliers.

## Why the excess vanishes only at the Löwdin set

Write $D = W - L$. The diagonal entry for row $k$ is

$$(D R D^\dagger)_{kk} = \sum_{i,j} D_{ki} R_{ij} \overline{D_{kj}} = x^\dagger R x, \qquad x_i = \overline{D_{ki}} .$$

It is the quadratic form of $R$ on the conjugated $k$-th row of $D$. It is zero if that row is zero and strictly positive otherwise. If $D \neq 0$, at least one row is nonzero, so the trace is strictly positive.

The lemma `excess_pos` follows this argument. Its statement `row` rewrites the diagonal entry as a quadratic form, `pos` and `nonneg` give the signs, and `Finset.sum_pos'` concludes that a sum of non-negative terms with one positive term is positive.

The main theorem now needs only a comparison of numbers. Suppose that $W$ is a minimiser and $W \neq L$. Minimality gives $d(W,A) \le d(L,A)$, while the exact formula with a positive excess gives $d(W,A) > d(L,A)$; `linarith` finds the contradiction. Conversely, $L$ is orthonormal, and any orthonormal $V$ either equals $L$ or has a strictly larger distance. The `by_cases` step separates these two possibilities.

For the minimum value, put $W = L$ into the trace formula:

$$d(L,A) = \operatorname{tr}(1 - R - R + R^2) = \operatorname{tr}(R-1)^2 .$$

## Two overlapping vectors worked through

The theorem `loewdin_witness` confirms that the following pair satisfies the hypotheses; the remaining arithmetic is done here by hand. Take the columns $(2, i)$ and $(1, 2i)$:

$$A = \begin{pmatrix} 2 & 1 \\ i & 2i \end{pmatrix}, \qquad
S = \begin{pmatrix} 5 & 4 \\ 4 & 5 \end{pmatrix}, \qquad
R = \begin{pmatrix} 2 & 1 \\ 1 & 2 \end{pmatrix}.$$

The matrix $R$ is positive definite because it is the identity plus the positive semidefinite matrix whose entries are all one, which is how the file proves it. The Löwdin vectors are

$$L = A R^{-1} = \frac13 \begin{pmatrix} 2 & 1 \\ i & 2i \end{pmatrix}\begin{pmatrix} 2 & -1 \\ -1 & 2 \end{pmatrix} = \begin{pmatrix} 1 & 0 \\ 0 & i \end{pmatrix}.$$

Each column has moved by a squared distance of $2$, so $d(L,A) = 4$. The formula agrees: all entries of $R - 1$ are one, and its square has trace $4$.

The original vectors $(2, i)$ and $(1, 2i)$ both have norm $\sqrt5$. After normalisation their overlap is $4/5$, and the square root of the overlap matrix is $R/\sqrt5$. The Löwdin vectors are unchanged, because both columns were divided by the same number. The smallest summed squared displacement becomes $4 - 8/\sqrt5 \approx 0.42$.

Gram–Schmidt, starting from the first normalised vector, leaves that vector in place and produces $(-1, 2i)/\sqrt5$ as the second. The second vector has overlap $3/5$ with its original, so it moves by a squared distance of $2 - 2\cdot\tfrac35 = 0.8$. The total is $0.8$, nearly twice the Löwdin value, even though one of the two vectors has not moved at all.

## In one dimension, the negative square root gives the farthest vector

Suppose that $R$ is required only to be Hermitian and invertible, with $R^2 = A^\dagger A$. In one dimension take $A = 1$ and $R = -1$. Then $R^2 = 1 = A^\dagger A$, and $A R^{-1} = -1$ is still normalised, but its squared distance from $A$ is $4$. The choice $W = 1$ has distance $0$. Among all phases $W = e^{i\theta}$ the squared distance is $2 - 2\cos\theta$, so the negative root has selected the maximum. This is a statement about vectors: $1$ and $-1$ differ only by a global phase and describe the same physical state. Orthonormality of $A R^{-1}$ survives the change of sign; closeness depends on $R$ being positive.
